# The half-chain entropy of a sum of two non-parallel uniform product states tends to ln 2

The squared Schmidt coefficients of a state are taken here to be the nonzero eigenvalues, counted with multiplicity, of the reduced density matrix of the left half of the chain. They could also be read off from a Schmidt decomposition, but then one would have to show that the result doesn't depend on the decomposition chosen. With the eigenvalue definition, a decomposition is only a means of computing them.

Let $u$ and $v$ be real unit vectors on one site, with overlap $s=u\cdot v$ and $|s|<1$, and let $m\ge 1$. The normalized sum of the $2m$-fold products $u^{\otimes 2m}$ and $v^{\otimes 2m}$ has exactly two squared Schmidt coefficients across its middle cut,

$$\lambda_\pm=\frac{(1\pm s^m)^2}{2(1+s^{2m})}.$$

Both tend to $1/2$ as $m\to\infty$, and the entanglement entropy tends to $\ln 2$. A single product state has entropy zero.

If a symmetry that acts in the same way on every site at once exchanges $u$ and $v$, each product state breaks it and the sum restores it. Because the sum has two nonzero Schmidt coefficients, writing it exactly as a matrix product state takes bond dimension 2 at the middle cut, where each of the two product states alone takes only 1.

## Diagonalizing the coefficient matrix by hand

Write $U=u^{\otimes m}$ and $V=v^{\otimes m}$ for the half-chain products, and $t=s^m$. Overlaps of product states multiply site by site, so $U\cdot U=V\cdot V=1$ and $U\cdot V=t$. Since $m\ge1$, also $|t|<1$. On the full chain the two products have overlap $s^{2m}=t^2$, and their sum has squared norm $1+1+2t^2=2(1+t^2)$.

Each product state factorizes across the cut. With rows labelled by left configurations and columns by right ones, the normalized sum has the coefficient matrix

$$A=\kappa\,(UU^T+VV^T),\qquad \kappa=\frac{1}{\sqrt{2(1+t^2)}}.$$

The vectors $U$ and $V$ are not orthogonal in general, but their sum and difference are, because $(U+V)\cdot(U-V)=1-1=0$. Their squared norms are $2(1+t)$ and $2(1-t)$, both positive. Set

$$p=\frac{U+V}{\sqrt{2(1+t)}},\qquad q=\frac{U-V}{\sqrt{2(1-t)}}.$$

Then

$$UU^T+VV^T=\tfrac12(U+V)(U+V)^T+\tfrac12(U-V)(U-V)^T=(1+t)\,pp^T+(1-t)\,qq^T,$$

and, since $p$ and $q$ are orthonormal,

$$AA^T=\kappa^2(1+t)^2\,pp^T+\kappa^2(1-t)^2\,qq^T.$$

The two nonzero eigenvalues are $\lambda_\pm$. As $m$ grows, $s^m\to0$ and both tend to $1/2$. The function $-\lambda\ln\lambda$ is continuous, so the entropy tends to $2\cdot\frac12\ln2=\ln2$.

The normalized difference of the two products is treated in the same way, by hand only. Its squared norm before normalization is $2(1-t^2)$, and $UU^T-VV^T=\sqrt{1-t^2}\,(pq^T+qp^T)$. The coefficient matrix is thus $(pq^T+qp^T)/\sqrt2$, whose squared Schmidt coefficients are $1/2$ and $1/2$. The antisymmetric combination has entropy exactly $\ln2$ for every $m\ge1$.

## States, cut and normalization in Lean

The type `n` labels the basis states of one site.

```lean
import Mathlib

open Matrix Filter Topology

namespace SymmetrizedProductState

noncomputable section

variable {n : Type*}
```

A state of $N$ sites is a real function on configurations `Fin N → n`, and a product state multiplies the one-site amplitudes.

```lean
/-- The `N`-fold product state of a one-site vector `u`, as a function of the configuration. -/
def productState (N : ℕ) (u : n → ℝ) : (Fin N → n) → ℝ := fun x => ∏ i, u (x i)

/-- The unnormalized sum of the `N`-fold products of `u` and `v`. -/
def branchSum (N : ℕ) (u v : n → ℝ) : (Fin N → n) → ℝ :=
  productState N u + productState N v
```

The matrix $A$ is `cut ψ`. Its entry at `x`, `y` is the amplitude of the configuration obtained by joining the two halves with `Fin.append`.

```lean
/-- The coefficient matrix of a state of `2m` sites cut in the middle: rows are configurations
of the left half, columns those of the right half. -/
def cut {m : ℕ} (ψ : (Fin (m + m) → n) → ℝ) : Matrix (Fin m → n) (Fin m → n) ℝ :=
  Matrix.of fun x y => ψ (Fin.append x y)
```

The sum is divided by its actual norm, computed from the dot product `⬝ᵥ`. For unit vectors this norm is positive, by the formula above.

```lean
variable [Fintype n]

/-- The sum of the `2m`-fold products of `u` and `v`, divided by its norm. If the sum is zero, this
is the zero vector. -/
def symState (m : ℕ) (u v : n → ℝ) : (Fin (m + m) → n) → ℝ :=
  (√(branchSum (m + m) u v ⬝ᵥ branchSum (m + m) u v))⁻¹ • branchSum (m + m) u v
```

These definitions fix real amplitudes, a finite one-site basis, the same vector on every site and a cut in the middle. No Hamiltonian enters, and neither does the symmetry operation that would exchange $u$ and $v$.

## Overlaps and factorization

The first lemma is the rule that overlaps multiply. `Finset.prod_univ_sum` expands a product of one-site sums into a sum over all configurations.

```lean
/-- The overlap of two `N`-fold product states is the `N`-th power of the one-site overlap. -/
theorem productState_dot (N : ℕ) (u v : n → ℝ) :
    productState N u ⬝ᵥ productState N v = (u ⬝ᵥ v) ^ N := by
  simp only [dotProduct, productState, ← Finset.prod_mul_distrib]
  have h := Finset.prod_univ_sum (fun _ : Fin N => (Finset.univ : Finset n))
    (fun _ a => u a * v a)
  rw [Fintype.piFinset_univ, Finset.prod_const, Finset.card_univ, Fintype.card_fin] at h
  exact h.symm
```

Expanding the square of the sum then gives its squared norm.

```lean
/-- For unit vectors `u` and `v`, the sum of their `N`-fold products has squared norm
`2 (1 + s ^ N)`, where `s` is the overlap of `u` and `v`. -/
theorem branchSum_dot (N : ℕ) (u v : n → ℝ) (hu : u ⬝ᵥ u = 1) (hv : v ⬝ᵥ v = 1) :
    branchSum N u v ⬝ᵥ branchSum N u v = 2 * (1 + (u ⬝ᵥ v) ^ N) := by
  simp only [branchSum, add_dotProduct, dotProduct_add, productState_dot, hu, hv,
    dotProduct_comm v u, one_pow]
  ring
```

Factorization across the cut splits the product over `m + m` sites into its two halves.

```lean
omit [Fintype n] in
/-- Across the middle cut a product state factorizes into the products of the two halves. -/
theorem cut_productState (m : ℕ) (u : n → ℝ) (x y : Fin m → n) :
    cut (productState (m + m) u) x y = productState m u x * productState m u y := by
  change ∏ i, u (Fin.append x y i) = (∏ i, u (x i)) * ∏ i, u (y i)
  simp only [Fin.prod_univ_add, Fin.append_left, Fin.append_right]
```

## Schmidt coefficients as roots of a polynomial

The reduced density matrix is $AA^T$, and its eigenvalues are the roots of its characteristic polynomial. The filter removes the zeros.

```lean
variable [DecidableEq n]

/-- The squared Schmidt coefficients across the middle cut: the nonzero eigenvalues, with
multiplicity, of the reduced density matrix of the left half. -/
def schmidtWeights {m : ℕ} (ψ : (Fin (m + m) → n) → ℝ) : Multiset ℝ :=
  (cut ψ * (cut ψ)ᵀ).charpoly.roots.filter (fun a => a ≠ 0)
```

`Real.negMulLog` is the function $-\lambda\ln\lambda$, with the natural logarithm.

```lean
/-- For a normalized state, the entanglement entropy across the middle cut: the sum of `-p ln p`
over the squared Schmidt coefficients `p`. -/
def entanglementEntropy {m : ℕ} (ψ : (Fin (m + m) → n) → ℝ) : ℝ :=
  ((schmidtWeights ψ).map Real.negMulLog).sum
```

## From a decomposition to the eigenvalues

Suppose $A=W\,\mathrm{diag}(c)\,W^T$, where the $k$ columns of $W$ are orthonormal and no $c_i$ vanishes. Then $AA^T=W\,D\,W^T$ with $D=\mathrm{diag}(c_i^2)$. By hand one would extend the columns of $W$ to an orthonormal basis and read off the eigenvalues. The Mathlib lemma `Matrix.charpoly_mul_comm'` makes the extension unnecessary. It compares the characteristic polynomials of $XY$ and $YX$ for rectangular $X$ and $Y$, which agree up to powers of the variable. With $X=W$ and $Y=DW^T$, the product $YX$ is $DW^TW=D$, so for a one-site basis of $d$ states

$$z^{k}\,\chi_{AA^T}(z)=z^{d^m}\,\chi_D(z).$$

The powers of $z$ contribute only zero roots, which the filter discards:

```lean
/-- Multiplying a nonzero polynomial by a power of the variable leaves its nonzero roots
unchanged. -/
theorem nonzero_roots_X_pow_mul (k : ℕ) (p : Polynomial ℝ) (hp : p ≠ 0) :
    (Polynomial.X ^ k * p).roots.filter (fun a => a ≠ 0) =
      p.roots.filter (fun a => a ≠ 0) := by
  have h0 : (k • ({0} : Multiset ℝ)).filter (fun a => a ≠ 0) = 0 := by
    refine Multiset.filter_eq_nil.2 fun a ha => ?_
    have h := Multiset.mem_of_mem_nsmul ha
    simpa using h
  rw [Polynomial.roots_mul (mul_ne_zero (pow_ne_zero _ Polynomial.X_ne_zero) hp),
    Polynomial.roots_X_pow, Multiset.filter_add, h0, zero_add]
```

The main lemma computes $AA^T$ (`hρ`), factors $\chi_D$ into linear terms (`hD`), and compares nonzero roots on the two sides of the identity (`key`). The signs of the $c_i$ are free, since only their squares appear.

```lean
/-- If the coefficient matrix is `W diag(c) Wᵀ` with orthonormal columns in `W` and every entry of
`c` nonzero, the squared Schmidt coefficients are the squares of the entries of `c`. -/
theorem schmidtWeights_of_decomposition {m k : ℕ} (ψ : (Fin (m + m) → n) → ℝ)
    (W : Matrix (Fin m → n) (Fin k) ℝ) (c : Fin k → ℝ) (hW : Wᵀ * W = 1)
    (hc : ∀ i, c i ≠ 0) (h : cut ψ = W * diagonal c * Wᵀ) :
    schmidtWeights ψ = Finset.univ.val.map (fun i => c i ^ 2) := by
  have hρ : cut ψ * (cut ψ)ᵀ = W * (diagonal (fun i => c i ^ 2) * Wᵀ) := by
    have hcc : diagonal (fun i => c i ^ 2) = diagonal c * diagonal c := by
      rw [diagonal_mul_diagonal]
      simp only [pow_two]
    rw [h, transpose_mul, transpose_mul, transpose_transpose, diagonal_transpose, hcc]
    calc W * diagonal c * Wᵀ * (W * (diagonal c * Wᵀ))
        = W * diagonal c * (Wᵀ * W) * (diagonal c * Wᵀ) := by simp only [Matrix.mul_assoc]
      _ = W * (diagonal c * diagonal c * Wᵀ) := by
        rw [hW, Matrix.mul_one]
        simp only [Matrix.mul_assoc]
  have hD : (diagonal (fun i => c i ^ 2)).charpoly =
      ((Finset.univ.val.map (fun i => c i ^ 2)).map
        (fun a => Polynomial.X - Polynomial.C a)).prod := by
    have hm : charmatrix (diagonal (fun i => c i ^ 2)) =
        diagonal (fun i => Polynomial.X - Polynomial.C (c i ^ 2)) := by
      ext1 i j
      by_cases hij : i = j
      · subst hij
        rw [charmatrix_apply_eq, diagonal_apply_eq, diagonal_apply_eq]
      · rw [charmatrix_apply_ne _ _ _ hij, diagonal_apply_ne _ hij, diagonal_apply_ne _ hij,
          Polynomial.C_0, neg_zero]
    rw [Matrix.charpoly, hm, det_diagonal, Multiset.map_map]
    rfl
  -- the two orders of a matrix product have the same nonzero eigenvalues
  have key := Matrix.charpoly_mul_comm' W (diagonal (fun i => c i ^ 2) * Wᵀ)
  rw [← hρ, Matrix.mul_assoc, hW, Matrix.mul_one] at key
  have hr := congrArg (fun p : Polynomial ℝ => p.roots.filter (fun a => a ≠ 0)) key
  rw [nonzero_roots_X_pow_mul _ _ (charpoly_monic (cut ψ * (cut ψ)ᵀ)).ne_zero,
    nonzero_roots_X_pow_mul _ _ (charpoly_monic (diagonal (fun i => c i ^ 2))).ne_zero, hD,
    Polynomial.roots_multiset_prod_X_sub_C] at hr
  refine hr.trans (Multiset.filter_eq_self.2 fun a ha => ?_)
  obtain ⟨i, -, rfl⟩ := Multiset.mem_map.1 ha
  exact pow_ne_zero 2 (hc i)
```

A product state is the case of one column, $W=U$, with $c=1$. Its only squared Schmidt coefficient is 1, and the entropy is zero.

```lean
/-- The product state of a unit vector has entanglement entropy zero across the middle cut. -/
theorem entropy_productState (m : ℕ) (u : n → ℝ) (hu : u ⬝ᵥ u = 1) :
    entanglementEntropy (productState (m + m) u) = 0 := by
  have h := schmidtWeights_of_decomposition (productState (m + m) u)
    (Matrix.of fun x (_ : Fin 1) => productState m u x) (fun _ => 1)
    (by
      ext i j
      obtain rfl := Subsingleton.elim i j
      rw [Matrix.one_apply_eq]
      change productState m u ⬝ᵥ productState m u = 1
      rw [productState_dot, hu, one_pow])
    (fun _ => one_ne_zero)
    (by
      ext x y
      rw [cut_productState]
      simp [Matrix.mul_apply])
  simp [entanglementEntropy, h]
```

## The two coefficients of the symmetrized state

A small lemma supplies the normalization factors $\kappa$, $1/\sqrt{2(1+t)}$ and $1/\sqrt{2(1-t)}$.

```lean
/-- A positive number times the squared inverse of its root is one. -/
theorem inv_sqrt_sq_mul (r : ℝ) (hr : 0 < r) : (√r)⁻¹ * (√r)⁻¹ * r = 1 := by
  rw [← mul_inv, Real.mul_self_sqrt hr.le, inv_mul_cancel₀ hr.ne']
```

In the theorem, $s$ appears as `u ⬝ᵥ v`, and the hypotheses are unit norms, $|s|<1$ and $m\ge1$. The conclusion is an equality of multisets, so it gives the number of coefficients as well as their values. At $m=0$ the second value would be zero, which `schmidtWeights` never contains.

The proof keeps the names used above, with `α` and `β` for the normalization factors of `p` and `q`. The facts `hpp`, `hqq`, `hpq` and `hqp` state orthonormality. The lemma `schmidtWeights_of_decomposition` is then applied with columns $p$, $q$ and entries $\kappa(1\pm t)$. The last `linear_combination` is the identity that rewrites $UU^T+VV^T$ in terms of $p$ and $q$, checked entry by entry.

```lean
/-- For unit vectors with overlap `s`, `|s| < 1`, and `m ≥ 1`, the normalized sum of the two
`2m`-fold products has exactly the squared Schmidt coefficients
`(1 ± s ^ m)² / (2 (1 + s ^ (2m)))` across its middle cut. -/
theorem schmidtWeights_symState (m : ℕ) (hm : 1 ≤ m) (u v : n → ℝ) (hu : u ⬝ᵥ u = 1)
    (hv : v ⬝ᵥ v = 1) (hs : |u ⬝ᵥ v| < 1) :
    schmidtWeights (symState m u v) =
      {(1 + (u ⬝ᵥ v) ^ m) ^ 2 / (2 * (1 + (u ⬝ᵥ v) ^ (2 * m))),
        (1 - (u ⬝ᵥ v) ^ m) ^ 2 / (2 * (1 + (u ⬝ᵥ v) ^ (2 * m)))} := by
  obtain ⟨t, ht⟩ : ∃ t, t = (u ⬝ᵥ v) ^ m := ⟨_, rfl⟩
  obtain ⟨U, hU⟩ : ∃ U, U = productState m u := ⟨_, rfl⟩
  obtain ⟨V, hV⟩ : ∃ V, V = productState m v := ⟨_, rfl⟩
  obtain ⟨κ, hκ0⟩ : ∃ κ, κ = (√(branchSum (m + m) u v ⬝ᵥ branchSum (m + m) u v))⁻¹ :=
    ⟨_, rfl⟩
  have habs : |t| < 1 := by
    rw [ht, abs_pow]
    exact pow_lt_one₀ (abs_nonneg _) hs (by omega)
  obtain ⟨hlo, hhi⟩ := abs_lt.1 habs
  have hpos : 0 < 2 * (1 + t * t) := by nlinarith [mul_self_nonneg t]
  have hκ : κ * κ * (2 * (1 + t * t)) = 1 := by
    rw [hκ0, branchSum_dot _ u v hu hv, pow_add, ← ht]
    exact inv_sqrt_sq_mul _ hpos
  have hκne : κ ≠ 0 := by
    rintro rfl
    simp at hκ
  have hUU : U ⬝ᵥ U = 1 := by rw [hU, productState_dot, hu, one_pow]
  have hVV : V ⬝ᵥ V = 1 := by rw [hV, productState_dot, hv, one_pow]
  have hUV : U ⬝ᵥ V = t := by rw [hU, hV, productState_dot, ht]
  have hVU : V ⬝ᵥ U = t := by rw [dotProduct_comm, hUV]
  have hψ : ∀ x y, cut (symState m u v) x y = κ * (U x * U y + V x * V y) := by
    intro x y
    rw [hκ0, hU, hV, ← cut_productState, ← cut_productState]
    rfl
  -- the Schmidt vectors: normalized sum and difference of the half-chain products
  obtain ⟨α, hα⟩ : ∃ α : ℝ, α * α * (2 * (1 + t)) = 1 :=
    ⟨_, inv_sqrt_sq_mul _ (by linarith)⟩
  obtain ⟨β, hβ⟩ : ∃ β : ℝ, β * β * (2 * (1 - t)) = 1 :=
    ⟨_, inv_sqrt_sq_mul _ (by linarith)⟩
  obtain ⟨p, hp⟩ : ∃ p, p = α • (U + V) := ⟨_, rfl⟩
  obtain ⟨q, hq⟩ : ∃ q, q = β • (U - V) := ⟨_, rfl⟩
  have hpp : p ⬝ᵥ p = 1 := by
    simp only [hp, smul_dotProduct, dotProduct_smul, add_dotProduct, dotProduct_add,
      hUU, hVV, hUV, hVU, smul_eq_mul]
    linear_combination hα
  have hqq : q ⬝ᵥ q = 1 := by
    simp only [hq, smul_dotProduct, dotProduct_smul, sub_dotProduct, dotProduct_sub,
      hUU, hVV, hUV, hVU, smul_eq_mul]
    linear_combination hβ
  have hpq : p ⬝ᵥ q = 0 := by
    simp only [hp, hq, smul_dotProduct, dotProduct_smul, add_dotProduct, dotProduct_sub,
      hUU, hVV, hUV, hVU, smul_eq_mul]
    ring
  have hqp : q ⬝ᵥ p = 0 := by rw [dotProduct_comm, hpq]
  rw [schmidtWeights_of_decomposition (symState m u v)
    (Matrix.of fun x k => (![p x, q x] : Fin 2 → ℝ) k) ![κ * (1 + t), κ * (1 - t)]]
  · have h2 : (u ⬝ᵥ v) ^ (2 * m) = t * t := by rw [two_mul, pow_add, ht]
    have e1 : (κ * (1 + t)) ^ 2 = (1 + t) ^ 2 / (2 * (1 + t * t)) := by
      rw [eq_div_iff hpos.ne']
      linear_combination (1 + t) ^ 2 * hκ
    have e2 : (κ * (1 - t)) ^ 2 = (1 - t) ^ 2 / (2 * (1 + t * t)) := by
      rw [eq_div_iff hpos.ne']
      linear_combination (1 - t) ^ 2 * hκ
    rw [h2, ← ht, ← e1, ← e2]
    rfl
  · ext i j
    fin_cases i <;> fin_cases j
    · exact hpp
    · exact hpq
    · exact hqp
    · exact hqq
  · intro i
    fin_cases i
    · exact mul_ne_zero hκne (by linarith)
    · exact mul_ne_zero hκne (by linarith)
  · ext x y
    rw [hψ, Matrix.mul_apply]
    simp only [Matrix.mul_diagonal, Fin.sum_univ_two, transpose_apply, of_apply,
      Matrix.cons_val_zero, Matrix.cons_val_one, hp, hq, Pi.smul_apply, Pi.add_apply,
      Pi.sub_apply, smul_eq_mul]
    linear_combination (-κ * (U x + V x) * (U y + V y) / 2) * hα
      - (κ * (U x - V x) * (U y - V y) / 2) * hβ
```

## The limit of long chains

Both limits come from one statement about $1+\sigma s^m$, used with $\sigma=1$ and $\sigma=-1$.

```lean
/-- For `|s| < 1` both values `(1 ± s ^ m)² / (2 (1 + s ^ (2m)))` tend to `1/2` as `m` grows. -/
theorem weights_tendsto_half (s : ℝ) (hs : |s| < 1) :
    Tendsto (fun m : ℕ => (1 + s ^ m) ^ 2 / (2 * (1 + s ^ (2 * m)))) atTop (𝓝 (1 / 2)) ∧
    Tendsto (fun m : ℕ => (1 - s ^ m) ^ 2 / (2 * (1 + s ^ (2 * m)))) atTop (𝓝 (1 / 2)) := by
  have h1 := tendsto_pow_atTop_nhds_zero_of_abs_lt_one hs
  have h2 : Tendsto (fun m : ℕ => s ^ (2 * m)) atTop (𝓝 (0 ^ 2)) :=
    (h1.pow 2).congr fun m => by rw [← pow_mul, mul_comm]
  have key : ∀ σ : ℝ, Tendsto (fun m : ℕ => (1 + σ * s ^ m) ^ 2 / (2 * (1 + s ^ (2 * m))))
      atTop (𝓝 (1 / 2)) := by
    intro σ
    have h := (((h1.const_mul σ).const_add 1).pow 2).div
      ((h2.const_add 1).const_mul 2) (by norm_num)
    have e : (1 + σ * 0) ^ 2 / (2 * (1 + 0 ^ 2)) = (1 / 2 : ℝ) := by norm_num
    rw [e] at h
    exact h
  exact ⟨(key 1).congr fun m => by rw [one_mul],
    (key (-1)).congr fun m => by rw [neg_one_mul, ← sub_eq_add_neg]⟩
```

Continuity of `Real.negMulLog` carries these limits over to the entropy. The formula for the coefficients needs $m\ge1$, which holds for all large $m$, and this is enough for a limit.

```lean
/-- For unit vectors with overlap of modulus below one, the entanglement entropy of the
normalized sum of their `2m`-fold products tends to `ln 2` as `m` grows. -/
theorem entropy_symState_tendsto (u v : n → ℝ) (hu : u ⬝ᵥ u = 1) (hv : v ⬝ᵥ v = 1)
    (hs : |u ⬝ᵥ v| < 1) :
    Tendsto (fun m : ℕ => entanglementEntropy (symState m u v)) atTop (𝓝 (Real.log 2)) := by
  obtain ⟨h1, h2⟩ := weights_tendsto_half (u ⬝ᵥ v) hs
  have h := ((Real.continuous_negMulLog.tendsto _).comp h1).add
    ((Real.continuous_negMulLog.tendsto _).comp h2)
  have e : Real.negMulLog (1 / 2) + Real.negMulLog (1 / 2) = Real.log 2 := by
    rw [Real.negMulLog, one_div, Real.log_inv]
    ring
  rw [e] at h
  refine h.congr' ?_
  filter_upwards [eventually_ge_atTop 1] with m hm
  rw [entanglementEntropy, schmidtWeights_symState m hm u v hu hv hs]
  simp only [Multiset.insert_eq_cons, Multiset.map_cons, Multiset.map_singleton,
    Multiset.sum_cons, Multiset.sum_singleton, Function.comp_apply]

end

end SymmetrizedProductState
```

```lean
#print axioms SymmetrizedProductState.entropy_productState
#print axioms SymmetrizedProductState.entropy_symState_tendsto
```

```
'SymmetrizedProductState.entropy_productState' depends on axioms: [propext, Classical.choice, Quot.sound]
'SymmetrizedProductState.entropy_symState_tendsto' depends on axioms: [propext, Classical.choice, Quot.sound]
```
